# At a one-band heterojunction with band offset V ≥ 0, an attractive delta of strength g > 0 binds below both edges exactly when V < 2m₂g² (ħ = 1, m₂ the mass on the higher side)

Q: Before I bisect for the energy of an electron held at a semiconductor junction, I need to know that there is a root, and only one. The masses are m₁ > 0 on the left and m₂ > 0 on the right, the band edges are 0 and V ≥ 0, and an attractive delta of strength g > 0 sits at x = 0. What should the routine check?

A: It should check V < 2m₂g², with ħ = 1. If that holds, there is exactly one level with E < 0, and you can bisect between −2m₁g² and 0. If it fails, there is none.

Q: Derive it from the envelope equation, without assuming exponentials.

A: For E < 0 the envelope ψ obeys ψ'' = a²ψ on the left and ψ'' = b²ψ on the right, with a, b > 0 and

a² = −2m₁E,  b² = 2m₂(V − E).

On the right, (ψ' + bψ)e^(−bx) and (ψ' − bψ)e^(bx) have zero derivative, so they are constants C and D. Eliminating ψ' gives

C = 2bψe^(−bx) + De^(−2bx).

Since ψ → 0, the right side tends to 0, so C = 0. Then ψ' = −bψ, and the second constant gives ψ = ψ(0)e^(−bx). By reflection, ψ = ψ(0)e^(ax) on the left. A non-zero envelope therefore has ψ(0) ≠ 0.

With the BenDaniel-Duke kinetic term, the full envelope equation is −(ψ'/m)'/2 + Uψ − gδ(x)ψ = Eψ, where (m, U) is (m₁, 0) on the left and (m₂, V) on the right. Integrating it across x = 0, where ψ is continuous, gives the jump:

ψ'(0+)/m₂ − ψ'(0−)/m₁ = −2gψ(0).

Insert the slopes −bψ(0) and aψ(0), then divide by −ψ(0):

a/m₁ + b/m₂ = √(−2E/m₁) + √(2(V − E)/m₂) = 2g.

Conversely, if this holds, the two exponentials joined at x = 0 form a bound state.

Q: And the threshold?

A: Call the sum of square roots F(E). It strictly decreases as E rises to 0, so two roots are impossible, and a root E < 0 requires

F(0) = √(2V/m₂) < 2g,

which is V < 2m₂g². If that inequality holds, note that

F(−2m₁g²) = 2g + √(2(V + 2m₁g²)/m₂) ≥ 2g.

F is continuous, so it takes the value 2g in between, and not at E = 0, where it is smaller. The mass m₁ is absent from the threshold because the left decay constant a vanishes there.

Q: Now the Lean version. I suspect that the matching equation is built into its definition of a bound state.

```lean
import Mathlib

open Set Filter Topology

namespace DeltaAtHeterojunction

noncomputable section

/-- A real envelope `ψ` of energy `E` bound by a delta of strength `g` at a junction (ħ = 1), with
nonzero masses `m₁`, `m₂` and band edges `0`, `V` on the left and right; `p₁`, `p₂` are the slopes
of `ψ` on the two sides. -/
structure IsBoundState (m₁ m₂ V g E : ℝ) (ψ p₁ p₂ : ℝ → ℝ) : Prop where
  left_slope : ∀ x ≤ 0, HasDerivWithinAt ψ (p₁ x) (Iic 0) x
  left_eq : ∀ x ≤ 0, HasDerivWithinAt p₁ (2 * m₁ * (-E) * ψ x) (Iic 0) x
  right_slope : ∀ x, 0 ≤ x → HasDerivWithinAt ψ (p₂ x) (Ici 0) x
  right_eq : ∀ x, 0 ≤ x → HasDerivWithinAt p₂ (2 * m₂ * (V - E) * ψ x) (Ici 0) x
  jump : p₂ 0 / m₂ - p₁ 0 / m₁ = -2 * g * ψ 0
  decay_left : Tendsto ψ atBot (𝓝 0)
  decay_right : Tendsto ψ atTop (𝓝 0)
  nonzero : ∃ x, ψ x ≠ 0
```

A: It is not. `IsBoundState` contains the differential equations, the jump, decay at both infinities and a non-zero value somewhere. The names `p₁` and `p₂` denote slopes, not momenta. `Iic 0` and `Ici 0` are the closed left and right half-lines, so the derivatives at the junction are one-sided. A single function `ψ` serves both sides, which makes the envelope continuous there.

Q: Where is normalisability? And why a real envelope?

A: Decay to zero takes its place: the derivation turns it into exponential decay, hence a finite norm. The equation has real coefficients, so the real and imaginary parts of a complex envelope satisfy it separately.

```lean
/-- The junction has a bound state of energy `E`. -/
def BindsAt (m₁ m₂ V g E : ℝ) : Prop :=
  ∃ ψ p₁ p₂ : ℝ → ℝ, IsBoundState m₁ m₂ V g E ψ p₁ p₂

/-- The left side of the matching condition, for positive masses and `E ≤ 0 ≤ V`. -/
def matching (m₁ m₂ V E : ℝ) : ℝ :=
  Real.sqrt (-2 * E / m₁) + Real.sqrt (2 * (V - E) / m₂)
```

`BindsAt` says that some envelope exists at energy E. `matching` is F(E), only the left side of the condition.

Q: What remains between this and my junction?

A: The assumption that a real interface, with its atomic-scale potential, reduces to one-dimensional one-band motion with a continuous ψ, this jump and a single g. The jump models a short-range attraction; without it, ψ'/m would be continuous. The masses and band edges are also taken as constant on each side, so band bending by electric fields near the junction is left out. Also, label the side with the lower edge as left, and read "bound" as E < 0; other energies are not considered.

Q: Show me where the growing exponential is removed.

```lean
/-- The slope of the exponential `exp (c x)` is `c exp (c x)`. -/
theorem exp_slope (c x : ℝ) :
    HasDerivAt (fun y : ℝ => Real.exp (c * y)) (c * Real.exp (c * x)) x := by
  have h : HasDerivAt (fun y : ℝ => Real.exp (c * y)) (Real.exp (c * x) * (c * 1)) x :=
    ((hasDerivAt_id' x).const_mul c).exp
  exact h.congr_deriv (by ring)

/-- For `q > 0`, a solution of `f'' = q² f` on the right half-line that vanishes at infinity is
`f 0 * exp (-q x)`, and its slope at the origin is `-q * f 0`. -/
theorem decaying_branch {q : ℝ} (hq : 0 < q) {f p : ℝ → ℝ}
    (hf : ∀ x, 0 ≤ x → HasDerivWithinAt f (p x) (Ici 0) x)
    (hp : ∀ x, 0 ≤ x → HasDerivWithinAt p (q ^ 2 * f x) (Ici 0) x)
    (h0 : Tendsto f atTop (𝓝 0)) :
    p 0 = -q * f 0 ∧ ∀ x, 0 ≤ x → f x = f 0 * Real.exp (-q * x) := by
  -- two first integrals, for s = q and s = -q
  have key : ∀ s : ℝ, s ^ 2 = q ^ 2 → ∀ x, 0 ≤ x →
      (p x + s * f x) * Real.exp (-s * x) = p 0 + s * f 0 := by
    intro s hs x hx
    have hd : ∀ y, 0 ≤ y → HasDerivWithinAt
        (fun y => (p y + s * f y) * Real.exp (-s * y)) 0 (Ici 0) y := by
      intro y hy
      have h : HasDerivWithinAt (fun y => (p y + s * f y) * Real.exp (-s * y))
          ((q ^ 2 * f y + s * p y) * Real.exp (-s * y)
            + (p y + s * f y) * (-s * Real.exp (-s * y))) (Ici 0) y :=
        ((hp y hy).add ((hf y hy).const_mul s)).mul (exp_slope (-s) y).hasDerivWithinAt
      exact h.congr_deriv (by linear_combination (-(f y * Real.exp (-s * y))) * hs)
    have h := constant_of_has_deriv_right_zero (a := 0) (b := x)
      (fun y hy => (hd y hy.1).continuousWithinAt.mono Icc_subset_Ici_self)
      (fun y hy => (hd y hy.1).mono (Ici_subset_Ici.2 hy.1)) x ⟨hx, le_rfl⟩
    simpa using h
  have hinv : ∀ x : ℝ, Real.exp (-q * x) * Real.exp (-(-q) * x) = 1 := by
    intro x
    rw [← Real.exp_add, show -q * x + -(-q) * x = 0 by ring, Real.exp_zero]
  have hE : Tendsto (fun x : ℝ => Real.exp (-q * x)) atTop (𝓝 0) :=
    Real.tendsto_exp_atBot.comp (tendsto_id.const_mul_atTop_of_neg (neg_lt_zero.2 hq))
  -- decay at infinity removes the growing exponential
  have hlim : Tendsto (fun x => 2 * q * (f x * Real.exp (-q * x))
      + (p 0 - q * f 0) * (Real.exp (-q * x) * Real.exp (-q * x))) atTop (𝓝 0) := by
    have h := ((h0.mul hE).const_mul (2 * q)).add ((hE.mul hE).const_mul (p 0 - q * f 0))
    rwa [show 2 * q * ((0 : ℝ) * 0) + (p 0 - q * f 0) * (0 * 0) = 0 by ring] at h
  have hconst : Tendsto (fun x => 2 * q * (f x * Real.exp (-q * x))
      + (p 0 - q * f 0) * (Real.exp (-q * x) * Real.exp (-q * x))) atTop
      (𝓝 (p 0 + q * f 0)) := by
    refine tendsto_const_nhds.congr' ?_
    filter_upwards [eventually_ge_atTop (0 : ℝ)] with x hx
    linear_combination -(key q rfl x hx) + Real.exp (-q * x) ^ 2 * key (-q) (by ring) x hx
      - (p x - q * f x) * Real.exp (-q * x) * hinv x
  have hC : p 0 + q * f 0 = 0 := tendsto_nhds_unique hconst hlim
  refine ⟨by linarith, fun x hx => ?_⟩
  have h1 := key q rfl x hx
  rw [hC] at h1
  have hz := (mul_eq_zero.1 h1).resolve_right (Real.exp_pos _).ne'
  apply mul_left_cancel₀ (show 2 * q ≠ 0 by positivity)
  linear_combination -Real.exp (-q * x) * key (-q) (by ring) x hx
    + (p x - q * f x) * hinv x + hz - Real.exp (-q * x) * hC
```

A: In `decaying_branch`. There `key` proves both constants of the motion at once, taking s = q and s = −q. `hconst` and `hlim` give the two limits of the expression for C, and uniqueness of limits yields C = 0. The last two `linear_combination` calls eliminate the slope; the first, inside `key`, checks that the derivative vanishes.

```lean
/-- At depth `W > 0` below a band edge with mass `m > 0` there is a decay constant `q > 0` with
`q² = 2 m W` and `q / m = √(2 W / m)`. -/
theorem decay_constant {m W : ℝ} (hm : 0 < m) (hW : 0 < W) :
    ∃ q, 0 < q ∧ q ^ 2 = 2 * m * W ∧ Real.sqrt (2 * W / m) = q / m := by
  refine ⟨m * Real.sqrt (2 * W / m), by positivity, ?_, ?_⟩
  · rw [mul_pow, Real.sq_sqrt (by positivity)]
    field_simp
  · rw [mul_div_cancel_left₀ _ hm.ne']
```

This lemma supplies a and b, and identifies each square root with a decay constant divided by its mass.

```lean
/-- For positive masses, `V ≥ 0` and `E < 0`, the junction has a bound state of energy `E` exactly
when `√(-2E/m₁) + √(2(V-E)/m₂) = 2g`. -/
theorem bindsAt_iff_matching {m₁ m₂ V g E : ℝ} (h₁ : 0 < m₁) (h₂ : 0 < m₂)
    (hV : 0 ≤ V) (hE : E < 0) : BindsAt m₁ m₂ V g E ↔ matching m₁ m₂ V E = 2 * g := by
  obtain ⟨a, ha, sa, ra⟩ := decay_constant h₁ (neg_pos.2 hE)
  obtain ⟨b, hb, sb, rb⟩ := decay_constant h₂ (show 0 < V - E by linarith)
  rw [matching, show -2 * E / m₁ = 2 * (-E) / m₁ by ring, ra, rb]
  constructor
  · rintro ⟨ψ, p₁, p₂, H⟩
    have R := decaying_branch hb H.right_slope
      (fun x hx => (H.right_eq x hx).congr_deriv (by rw [sb])) H.decay_right
    -- the left half-line is treated by reflection
    have refl : ∀ u v : ℝ → ℝ, (∀ x ≤ 0, HasDerivWithinAt u (v x) (Iic 0) x) →
        ∀ x, 0 ≤ x → HasDerivWithinAt (fun y => u (-y)) (-v (-x)) (Ici 0) x := by
      intro u v h x hx
      have hn : HasDerivWithinAt (fun y : ℝ => -y) (-1) (Ici 0) x :=
        (hasDerivAt_neg x).hasDerivWithinAt
      have hm : MapsTo (fun y : ℝ => -y) (Ici 0) (Iic 0) := by
        intro y hy
        exact neg_nonpos.2 (mem_Ici.1 hy)
      exact (HasDerivWithinAt.comp x (h (-x) (by linarith)) hn hm).congr_deriv (by ring)
    have L := decaying_branch (f := fun x => ψ (-x)) (p := fun x => -p₁ (-x)) ha
      (refl ψ p₁ H.left_slope)
      (fun x hx => (refl p₁ (fun x => 2 * m₁ * (-E) * ψ x) H.left_eq x hx).neg.congr_deriv
        (by simp only [sa]; ring))
      (H.decay_left.comp tendsto_neg_atTop_atBot)
    simp only [neg_zero] at L
    have hψ : ψ 0 ≠ 0 := by
      intro h0
      obtain ⟨x, hx⟩ := H.nonzero
      apply hx
      rcases le_total 0 x with h | h
      · rw [R.2 x h, h0, zero_mul]
      · have h' := L.2 (-x) (by linarith)
        rwa [neg_neg, h0, zero_mul] at h'
    have hp : p₁ 0 = a * ψ 0 := by linarith [L.1]
    have hj := H.jump
    rw [R.1, hp] at hj
    apply mul_right_cancel₀ hψ
    linear_combination -hj
  · intro h
    -- glue the two decaying exponentials at the junction
    obtain ⟨ψ, hL, hR⟩ : ∃ ψ : ℝ → ℝ, (∀ y ≤ 0, ψ y = Real.exp (a * y)) ∧
        ∀ y, 0 ≤ y → ψ y = Real.exp (-b * y) := by
      refine ⟨fun y => if y ≤ 0 then Real.exp (a * y) else Real.exp (-b * y),
        fun y hy => if_pos hy, fun y hy => ?_⟩
      rcases hy.eq_or_lt with rfl | hy
      · simp
      · exact if_neg (not_le.2 hy)
    refine ⟨ψ, fun x => a * Real.exp (a * x), fun x => -b * Real.exp (-b * x), ?_⟩
    exact
    { left_slope := fun x hx => (exp_slope a x).hasDerivWithinAt.congr hL (hL x hx)
      left_eq := fun x hx => ((exp_slope a x).const_mul a).hasDerivWithinAt.congr_deriv
        (by rw [hL x hx]; linear_combination Real.exp (a * x) * sa)
      right_slope := fun x hx => (exp_slope (-b) x).hasDerivWithinAt.congr hR (hR x hx)
      right_eq := fun x hx => ((exp_slope (-b) x).const_mul (-b)).hasDerivWithinAt.congr_deriv
        (by rw [hR x hx]; linear_combination Real.exp (-b * x) * sb)
      jump := by
        rw [hL 0 le_rfl]
        simp only [mul_zero, Real.exp_zero, mul_one]
        linear_combination -h
      decay_left := (Real.tendsto_exp_atBot.comp (tendsto_id.const_mul_atBot ha)).congr'
        ((eventually_le_atBot 0).mono fun x hx => (hL x hx).symm)
      decay_right := (Real.tendsto_exp_atBot.comp
        (tendsto_id.const_mul_atTop_of_neg (neg_lt_zero.2 hb))).congr'
        ((eventually_ge_atTop 0).mono fun x hx => (hR x hx).symm)
      nonzero := ⟨0, by rw [hL 0 le_rfl]; exact (Real.exp_pos _).ne'⟩ }
```

The forward half applies `decaying_branch` on the right and, through `refl`, to the mirrored left side. It then shows ψ(0) ≠ 0 and cancels it from the jump. The reverse half glues exponentials with ψ(0) = 1. The normalised envelope has ψ(0) = √(2ab/(a + b)) instead.

Q: And the count of roots?

```lean
/-- For positive masses and `V ≥ 0`, the left side of the matching condition strictly decreases
as the energy rises towards `0`. -/
theorem matching_strictAnti {m₁ m₂ V E E' : ℝ} (h₁ : 0 < m₁) (h₂ : 0 < m₂) (hV : 0 ≤ V)
    (h : E < E') (hE' : E' ≤ 0) : matching m₁ m₂ V E' < matching m₁ m₂ V E :=
  add_lt_add
    (Real.sqrt_lt_sqrt (div_nonneg (by linarith) h₁.le)
      (div_lt_div_of_pos_right (by linarith) h₁))
    (Real.sqrt_lt_sqrt (div_nonneg (by linarith) h₂.le)
      (div_lt_div_of_pos_right (by linarith) h₂))

/-- For positive masses, `g > 0` and `V ≥ 0`, the matching condition has a solution `E < 0` exactly
when `V < 2 m₂ g²`, and it never has two. -/
theorem matching_solvable_iff {m₁ m₂ V g : ℝ} (h₁ : 0 < m₁) (h₂ : 0 < m₂)
    (hV : 0 ≤ V) (hg : 0 < g) :
    ((∃ E < 0, matching m₁ m₂ V E = 2 * g) ↔ V < 2 * m₂ * g ^ 2) ∧
    ∀ E < 0, ∀ E' < 0, matching m₁ m₂ V E = 2 * g → matching m₁ m₂ V E' = 2 * g → E = E' := by
  have hthr : matching m₁ m₂ V 0 < 2 * g ↔ V < 2 * m₂ * g ^ 2 := by
    have h : matching m₁ m₂ V 0 = Real.sqrt (2 * V / m₂) := by simp [matching]
    rw [h, Real.sqrt_lt' (by positivity), div_lt_iff₀ h₂]
    constructor <;> intro h <;> linarith
  refine ⟨⟨?_, fun h => ?_⟩, fun E hE E' hE' h h' => ?_⟩
  · rintro ⟨E, hE, h⟩
    exact hthr.1 (h ▸ matching_strictAnti h₁ h₂ hV hE le_rfl)
  · -- at E = -2 m₁ g² the left half alone already supplies 2g
    have hdeep : 2 * g ≤ matching m₁ m₂ V (-(2 * m₁ * g ^ 2)) := by
      have e : -2 * -(2 * m₁ * g ^ 2) / m₁ = (2 * g) ^ 2 := by
        field_simp
      rw [matching, e, Real.sqrt_sq (by positivity)]
      exact le_add_of_nonneg_right (Real.sqrt_nonneg _)
    have hc : Continuous (matching m₁ m₂ V) := by
      unfold matching
      fun_prop
    have hle : -(2 * m₁ * g ^ 2) ≤ 0 := neg_nonpos.2 (by positivity)
    obtain ⟨E, hE, h'⟩ := intermediate_value_Icc' hle hc.continuousOn ⟨(hthr.2 h).le, hdeep⟩
    refine ⟨E, lt_of_le_of_ne hE.2 ?_, h'⟩
    rintro rfl
    exact (hthr.2 h).ne h'
  · rcases lt_trichotomy E E' with hlt | heq | hlt
    · linarith [matching_strictAnti h₁ h₂ hV hlt hE'.le]
    · exact heq
    · linarith [matching_strictAnti h₁ h₂ hV hlt hE.le]
```

A: Monotonicity compares the two square roots term by term. In `matching_solvable_iff`, `hthr` is the comparison at E = 0 and `hdeep` the one at −2m₁g². The intermediate value theorem supplies the root, and ordering two supposed roots gives a contradiction unless they coincide.

```lean
/-- For positive masses, `g > 0` and `V ≥ 0`, the delta at the junction binds a state with `E < 0`
exactly when `V < 2 m₂ g²`, and at most one negative energy is possible. -/
theorem bound_state_iff {m₁ m₂ V g : ℝ} (h₁ : 0 < m₁) (h₂ : 0 < m₂)
    (hV : 0 ≤ V) (hg : 0 < g) :
    ((∃ E < 0, BindsAt m₁ m₂ V g E) ↔ V < 2 * m₂ * g ^ 2) ∧
    ∀ E < 0, ∀ E' < 0, BindsAt m₁ m₂ V g E → BindsAt m₁ m₂ V g E' → E = E' := by
  have M := matching_solvable_iff h₁ h₂ hV hg
  refine ⟨?_, fun E hE E' hE' h h' => M.2 E hE E' hE'
    ((bindsAt_iff_matching h₁ h₂ hV hE).1 h) ((bindsAt_iff_matching h₁ h₂ hV hE').1 h')⟩
  rw [← M.1]
  exact exists_congr fun E => and_congr_right fun hE => bindsAt_iff_matching h₁ h₂ hV hE
```

`bound_state_iff` transfers both statements from the equation to actual envelopes. For a non-interacting electron in this one-band model, it decides whether an interface attraction holds a level below both edges.

Q: Can I check my routine against explicit energies?

A: Yes. Eliminating b always leaves an equation for a that is at most quadratic, and in two cases the resulting energy is short. For equal masses m, the matching condition and the difference of the two dispersion relations read

a + b = 2mg,  b² − a² = 2mV.

Dividing gives b − a = V/g, so a = (2mg² − V)/(2g), and E = −a²/(2m) becomes

E = −(2mg² − V)²/(8mg²).

At V = 0 this is the familiar −mg²/2. The Lean proof substitutes b = 2mg − a and obtains the same linear equation for a.

```lean
/-- With equal masses `m > 0`, `g > 0` and `V ≥ 0`, a bound state with `E < 0` has energy
`-(2 m g² - V)² / (8 m g²)`. -/
theorem energy_equal_masses {m V g E : ℝ} (hm : 0 < m) (hV : 0 ≤ V) (hg : 0 < g)
    (hE : E < 0) (h : BindsAt m m V g E) :
    E = -(2 * m * g ^ 2 - V) ^ 2 / (8 * m * g ^ 2) := by
  obtain ⟨a, -, sa, ra⟩ := decay_constant hm (neg_pos.2 hE)
  obtain ⟨b, -, sb, rb⟩ := decay_constant hm (show 0 < V - E by linarith)
  have hM := (bindsAt_iff_matching hm hm hV hE).1 h
  rw [matching, show -2 * E / m = 2 * (-E) / m by ring, ra, rb, ← add_div,
    div_eq_iff hm.ne'] at hM
  have hb : b = 2 * g * m - a := by linarith
  rw [hb] at sb
  -- the difference of the two dispersion relations is linear in a
  have k : 2 * g * a = 2 * m * g ^ 2 - V := by
    apply mul_left_cancel₀ (show 2 * m ≠ 0 by positivity)
    linear_combination sa - sb
  rw [eq_div_iff (by positivity), ← k]
  linear_combination 4 * g ^ 2 * sa
```

For aligned edges, V = 0, the common factor √(−2E) comes out of the matching condition:

√(−2E)(1/√m₁ + 1/√m₂) = 2g.

Squaring gives

E = −2g²/(1/√m₁ + 1/√m₂)².

The last theorem follows the same two steps. Both formulas are stated for a bound state already known to have E < 0; whether one exists is settled by `bound_state_iff`.

```lean
/-- With aligned band edges and positive masses, a bound state with `E < 0` has energy
`-2 g² / (1/√m₁ + 1/√m₂)²`. -/
theorem energy_aligned_edges {m₁ m₂ g E : ℝ} (h₁ : 0 < m₁) (h₂ : 0 < m₂)
    (hE : E < 0) (h : BindsAt m₁ m₂ 0 g E) :
    E = -2 * g ^ 2 / (1 / Real.sqrt m₁ + 1 / Real.sqrt m₂) ^ 2 := by
  have hM := (bindsAt_iff_matching h₁ h₂ le_rfl hE).1 h
  have hn : 0 ≤ -2 * E := by linarith
  rw [matching, show 2 * (0 - E) = -2 * E by ring, Real.sqrt_div hn, Real.sqrt_div hn] at hM
  have hs := Real.sq_sqrt hn
  have hc : Real.sqrt (-2 * E) * (1 / Real.sqrt m₁ + 1 / Real.sqrt m₂) = 2 * g := by
    rw [← hM]
    ring
  have hpos : 0 < 1 / Real.sqrt m₁ + 1 / Real.sqrt m₂ := by positivity
  rw [eq_div_iff (pow_pos hpos 2).ne']
  generalize 1 / Real.sqrt m₁ + 1 / Real.sqrt m₂ = c at hc ⊢
  generalize Real.sqrt (-2 * E) = s at hs hc
  linear_combination (c ^ 2 / 2) * hs - (1 / 2) * (s * c + 2 * g) * hc

end

end DeltaAtHeterojunction
```

```lean
#print axioms DeltaAtHeterojunction.bound_state_iff
#print axioms DeltaAtHeterojunction.energy_equal_masses
#print axioms DeltaAtHeterojunction.energy_aligned_edges
```

```
'DeltaAtHeterojunction.bound_state_iff' depends on axioms: [propext, Classical.choice, Quot.sound]
'DeltaAtHeterojunction.energy_equal_masses' depends on axioms: [propext, Classical.choice, Quot.sound]
'DeltaAtHeterojunction.energy_aligned_edges' depends on axioms: [propext, Classical.choice, Quot.sound]
```
